# Split and exact time steps for two anticommuting involutions

Let $A$ and $B$ be complex $n\times n$ matrices with $A^2=B^2=1$ and $AB=-BA$, and let $a,b$ be real. The split step $U=e^{-iaA}e^{-ibB}$ and the exact step $V=e^{-i(aA+bB)}$ satisfy

$$U+U^{-1}=2\cos a\cos b\;1,\qquad V+V^{-1}=2\cos\sqrt{a^2+b^2}\;1.$$

## Phases in a split spin-1/2 simulation

A spin-1/2 with $H=\tfrac{\hbar}{2}(\Omega\sigma_x+\Delta\sigma_z)$, advanced by a time step $\tau$, has $a=\Omega\tau/2$ and $b=\Delta\tau/2$. Any two anticommuting Pauli strings on a qubit register also qualify, provided that the Hamiltonian has only these two terms.

An eigenvalue $\lambda$ of $U$ obeys $\lambda+\lambda^{-1}=2\cos a\cos b$, so $\lambda=e^{\pm i\theta}$ with $\cos\theta=\cos a\cos b$. The exact step has eigenvalues $e^{\pm ir}$ with $r=\sqrt{a^2+b^2}$. The difference between the two eigenphases of a step sets the frequency observed when that step is repeated: any oscillation of a spin component, sampled once per step, has angular frequency $2\theta/\tau$ in the split propagation and $2r/\tau=\sqrt{\Omega^2+\Delta^2}$ in the exact one, up to aliasing.

For small steps at fixed $\Omega,\Delta$, not both zero, a Taylor expansion gives $\theta-r\approx-a^2b^2/(6r)$, on the branch of $\theta$ near $r$. The frequency error is then of order $\tau^2$ if $\Omega$ and $\Delta$ are both nonzero, and vanishes if one of them is zero. It is not the whole error: when both are nonzero, the rotation axis of the split step is also tilted, by an angle of order $\tau$.

## From Euler's formula to the two cosines

Let $M^2=1$, and set $P=(1+M)/2$, $Q=(1-M)/2$. Then $PM=P$ and $QM=-Q$, so $M^k=P+(-1)^kQ$. Summing the exponential series gives

$$e^{zM}=e^zP+e^{-z}Q=\cosh z+M\sinh z.$$

With $z=-i\phi$ for any real $\phi$, this is $e^{-i\phi M}=\cos\phi-i\sin\phi\,M$; reversing the sign of $\phi$ gives the inverse. Hence

$$U=\cos a\cos b-i\sin a\cos b\,A-i\cos a\sin b\,B-\sin a\sin b\,AB,$$
$$U^{-1}=\cos a\cos b+i\sin a\cos b\,A+i\cos a\sin b\,B-\sin a\sin b\,BA.$$

In the sum the linear terms cancel, and so do the products, because $AB+BA=0$.

For the exact step,
$$(aA+bB)^2=a^2+b^2+ab(AB+BA)=r^2.$$
If $r>0$, put $M=(aA+bB)/r$; if $r=0$, then $a=b=0$ and $M=1$ serves. Either way $M^2=1$ and $V=\cos r-i\sin r\,M$. Adding the inverse leaves $2\cos r$.

The split step also has a closed-form modified Hamiltonian. With $\theta$ again the split-step phase, $\cos\theta=\cos a\cos b$, write $U=\cos\theta-iK$, where
$$K=\sin a\cos b\,A+\cos a\sin b\,B-i\sin a\sin b\,AB.$$
The matrices $A,B,AB$ anticommute pairwise and $(AB)^2=-1$, so
$$K^2=\sin^2a\cos^2b+\cos^2a\sin^2b+\sin^2a\sin^2b=1-\cos^2a\cos^2b=\sin^2\theta.$$
If $\sin\theta\ne0$, Euler's formula for $K/\sin\theta$ gives $U=e^{-i(\theta/\sin\theta)K}$.

At $a=b=\pi/2$, $U+U^{-1}=0$. But $r=\pi/\sqrt2$ lies between $\pi/2$ and $3\pi/2$, so $V+V^{-1}$ is a negative multiple of the identity, and $U\ne V$ in nonzero dimension.

## The Lean source

```lean
import Mathlib

open Matrix

namespace AnticommutingSplitting

noncomputable section

variable {n : Type*} [Fintype n] [DecidableEq n]

/-- The propagator `exp(-iH)`, with the time step absorbed in `H`. -/
def propagator (H : Matrix n n ℂ) : Matrix n n ℂ :=
  NormedSpace.exp ((-Complex.I) • H)

/-- The split step `exp(-iaA) exp(-ibB)`. -/
def splitStep (A B : Matrix n n ℂ) (a b : ℝ) : Matrix n n ℂ :=
  propagator ((a : ℂ) • A) * propagator ((b : ℂ) • B)

/-- The exact step `exp(-i(aA + bB))`. -/
def exactStep (A B : Matrix n n ℂ) (a b : ℝ) : Matrix n n ℂ :=
  propagator ((a : ℂ) • A + (b : ℂ) • B)

/-- The modified Hamiltonian of the split step when `cos θ = cos a cos b` and `sin θ ≠ 0`:
`(θ / sin θ) (sin a cos b A + cos a sin b B - i sin a sin b AB)`. -/
def modifiedHamiltonian (A B : Matrix n n ℂ) (a b θ : ℝ) : Matrix n n ℂ :=
  ((θ : ℂ) / (Real.sin θ : ℂ)) •
    (((Real.sin a : ℂ) * (Real.cos b : ℂ)) • A + ((Real.cos a : ℂ) * (Real.sin b : ℂ)) • B
      - (Complex.I * ((Real.sin a : ℂ) * (Real.sin b : ℂ))) • (A * B))

/-- If `M² = 1`, then `exp(zM) = cosh z + M sinh z` for every complex `z`. -/
theorem exp_involution {M : Matrix n n ℂ} (h : M * M = 1) (z : ℂ) :
    NormedSpace.exp (z • M) = Complex.cosh z • (1 : Matrix n n ℂ) + Complex.sinh z • M := by
  have hexp : ∀ w : ℂ, HasSum (fun k : ℕ => w ^ k / (k.factorial : ℂ)) (Complex.exp w) := by
    intro w
    rw [Complex.exp_eq_exp_ℂ]
    exact NormedSpace.expSeries_div_hasSum_exp w
  -- the spectral projectors of `M`
  obtain ⟨P, hP⟩ : ∃ P : Matrix n n ℂ, P = (1 / 2 : ℂ) • (1 + M) := ⟨_, rfl⟩
  obtain ⟨Q, hQ⟩ : ∃ Q : Matrix n n ℂ, Q = (1 / 2 : ℂ) • (1 - M) := ⟨_, rfl⟩
  have hPM : P * M = P := by
    rw [hP, smul_mul_assoc, add_mul, one_mul, h, add_comm M 1]
  have hQM : Q * M = -Q := by
    rw [hQ, smul_mul_assoc, sub_mul, one_mul, h]
    module
  have hpow : ∀ k : ℕ, M ^ k = P + ((-1 : ℂ) ^ k) • Q := by
    intro k
    induction k with
    | zero =>
      rw [pow_zero, pow_zero, hP, hQ]
      module
    | succ k ih =>
      rw [pow_succ M k, ih, add_mul, smul_mul_assoc, hPM, hQM, pow_succ (-1 : ℂ) k]
      module
  -- the series is a scalar exponential on each projector
  have hs := ((hexp z).smul_const P).add ((hexp (-z)).smul_const Q)
  have hfin : Complex.exp z • P + Complex.exp (-z) • Q
      = Complex.cosh z • (1 : Matrix n n ℂ) + Complex.sinh z • M := by
    rw [hP, hQ, Complex.cosh, Complex.sinh]
    module
  rw [← hfin, ← hs.tsum_eq, NormedSpace.exp_eq_tsum (𝕂 := ℂ)]
  refine tsum_congr fun k => ?_
  simp only [smul_pow, hpow, neg_pow z k]
  module

/-- Euler's formula: if `M² = 1`, then `exp(-iθM) = cos θ - i sin θ M`. -/
theorem propagator_involution {M : Matrix n n ℂ} (h : M * M = 1) (θ : ℝ) :
    propagator ((θ : ℂ) • M)
      = (Real.cos θ : ℂ) • (1 : Matrix n n ℂ) - (Complex.I * (Real.sin θ : ℂ)) • M := by
  have e : -Complex.I * (θ : ℂ) = (-(θ : ℂ)) * Complex.I := by ring
  rw [propagator, smul_smul, exp_involution h, e, Complex.cosh_mul_I, Complex.sinh_mul_I,
    Complex.cos_neg, Complex.sin_neg, Complex.ofReal_cos, Complex.ofReal_sin]
  module

/-- If `M² = 1`, the inverse of `exp(-iθM)` is `cos θ + i sin θ M`. -/
theorem propagator_involution_inv {M : Matrix n n ℂ} (h : M * M = 1) (θ : ℝ) :
    (propagator ((θ : ℂ) • M))⁻¹
      = (Real.cos θ : ℂ) • (1 : Matrix n n ℂ) + (Complex.I * (Real.sin θ : ℂ)) • M := by
  have e : (propagator ((θ : ℂ) • M))⁻¹ = propagator (((-θ : ℝ) : ℂ) • M) := by
    unfold propagator
    rw [← Matrix.exp_neg, Complex.ofReal_neg, neg_smul (θ : ℂ) M, smul_neg]
  rw [e, propagator_involution h, Real.cos_neg, Real.sin_neg, Complex.ofReal_neg]
  module

/-- For `A² = B² = 1` and `AB = -BA`, the split step `U = exp(-iaA) exp(-ibB)` satisfies
`U + U⁻¹ = 2 cos a cos b`. -/
theorem splitStep_add_inv {A B : Matrix n n ℂ} (hA : A * A = 1) (hB : B * B = 1)
    (hAB : A * B = -(B * A)) (a b : ℝ) :
    splitStep A B a b + (splitStep A B a b)⁻¹
      = (2 * (Real.cos a : ℂ) * (Real.cos b : ℂ)) • (1 : Matrix n n ℂ) := by
  rw [splitStep, Matrix.mul_inv_rev, propagator_involution_inv hA, propagator_involution_inv hB,
    propagator_involution hA, propagator_involution hB]
  simp only [add_mul, mul_add, sub_mul, mul_sub, smul_mul_assoc, mul_smul_comm,
    one_mul, mul_one, hAB]
  module

/-- For `A² = B² = 1` and `AB = -BA`, the exact step `V = exp(-i(aA + bB))` satisfies
`V + V⁻¹ = 2 cos √(a² + b²)`. -/
theorem exactStep_add_inv {A B : Matrix n n ℂ} (hA : A * A = 1) (hB : B * B = 1)
    (hAB : A * B = -(B * A)) (a b : ℝ) :
    exactStep A B a b + (exactStep A B a b)⁻¹
      = (2 * (Real.cos (Real.sqrt (a ^ 2 + b ^ 2)) : ℂ)) • (1 : Matrix n n ℂ) := by
  have hr : Real.sqrt (a ^ 2 + b ^ 2) ^ 2 = a ^ 2 + b ^ 2 := Real.sq_sqrt (by positivity)
  generalize Real.sqrt (a ^ 2 + b ^ 2) = r at hr ⊢
  -- the generator is `r` times an involution
  obtain ⟨M, hM, hH⟩ : ∃ M : Matrix n n ℂ, M * M = 1 ∧
      (a : ℂ) • A + (b : ℂ) • B = (r : ℂ) • M := by
    by_cases h0 : r = 0
    · rw [h0] at hr
      have ha : a = 0 := pow_eq_zero_iff two_ne_zero |>.mp (by nlinarith [sq_nonneg a, sq_nonneg b])
      have hb : b = 0 := pow_eq_zero_iff two_ne_zero |>.mp (by nlinarith [sq_nonneg a, sq_nonneg b])
      exact ⟨1, one_mul 1, by simp [ha, hb, h0]⟩
    · have hc : (r : ℂ) ≠ 0 := Complex.ofReal_ne_zero.mpr h0
      have hr2 : (a : ℂ) ^ 2 + (b : ℂ) ^ 2 = (r : ℂ) ^ 2 := by exact_mod_cast hr.symm
      have hsq : ((a : ℂ) • A + (b : ℂ) • B) * ((a : ℂ) • A + (b : ℂ) • B)
          = ((r : ℂ) ^ 2) • (1 : Matrix n n ℂ) := by
        rw [← hr2]
        simp only [add_mul, mul_add, smul_mul_assoc, mul_smul_comm, hA, hB, hAB]
        module
      have hone : (r : ℂ)⁻¹ * (r : ℂ)⁻¹ * (r : ℂ) ^ 2 = 1 := by field_simp
      refine ⟨(r : ℂ)⁻¹ • ((a : ℂ) • A + (b : ℂ) • B), ?_, ?_⟩
      · rw [smul_mul_assoc, mul_smul_comm, hsq, smul_smul, smul_smul, hone, one_smul]
      · rw [smul_smul, mul_inv_cancel₀ hc, one_smul]
  rw [exactStep, hH, propagator_involution_inv hM, propagator_involution hM]
  module

/-- For `A² = B² = 1`, `AB = -BA`, `cos θ = cos a cos b` and `sin θ ≠ 0`, the split step is
exactly the propagator of the modified Hamiltonian. -/
theorem splitStep_eq_modified {A B : Matrix n n ℂ} (hA : A * A = 1) (hB : B * B = 1)
    (hAB : A * B = -(B * A)) {a b θ : ℝ} (hθ : Real.cos θ = Real.cos a * Real.cos b)
    (hs : Real.sin θ ≠ 0) :
    splitStep A B a b = propagator (modifiedHamiltonian A B a b θ) := by
  have hc : (Real.sin θ : ℂ) ≠ 0 := Complex.ofReal_ne_zero.mpr hs
  have key : (Real.sin a * Real.cos b) ^ 2 + (Real.cos a * Real.sin b) ^ 2
      + (Real.sin a * Real.sin b) ^ 2 = Real.sin θ ^ 2 := by
    simp only [mul_pow, Real.sin_sq, hθ]
    ring
  have keyC := congrArg Complex.ofReal key
  simp only [Complex.ofReal_add, Complex.ofReal_mul, Complex.ofReal_pow] at keyC
  -- products of `A`, `B` and `AB`
  have hBA : B * A = -(A * B) := by rw [hAB, neg_neg]
  have h1 : A * (A * B) = B := by rw [← mul_assoc, hA, one_mul]
  have h2 : A * B * A = -B := by rw [mul_assoc, hBA, mul_neg, h1]
  have h3 : A * B * B = A := by rw [mul_assoc, hB, mul_one]
  have h4 : B * (A * B) = -A := by rw [← mul_assoc, hBA, neg_mul, h3]
  have h5 : A * B * (A * B) = -1 := by rw [mul_assoc, h4, mul_neg, hA]
  have hI : (Complex.I * Complex.I) • (1 : Matrix n n ℂ) = -1 := by
    rw [Complex.I_mul_I, neg_smul, one_smul]
  have hK : ∀ x y w : ℂ, (x • A + y • B - (Complex.I * w) • (A * B))
      * (x • A + y • B - (Complex.I * w) • (A * B))
      = (x ^ 2 + y ^ 2 + w ^ 2) • (1 : Matrix n n ℂ) := by
    intro x y w
    simp only [add_mul, mul_add, sub_mul, mul_sub, smul_mul_assoc, mul_smul_comm,
      hA, hB, hBA, h1, h2, h3, h4, h5]
    linear_combination (norm := module) (-(w ^ 2)) • hI
  have hKK := hK ((Real.sin a : ℂ) * (Real.cos b : ℂ)) ((Real.cos a : ℂ) * (Real.sin b : ℂ))
    ((Real.sin a : ℂ) * (Real.sin b : ℂ))
  rw [keyC] at hKK
  -- dividing by `sin θ` gives an involution, to which Euler's formula applies
  have hone : (Real.sin θ : ℂ)⁻¹ * (Real.sin θ : ℂ)⁻¹ * (Real.sin θ : ℂ) ^ 2 = 1 := by
    rw [pow_two, mul_assoc, inv_mul_cancel_left₀ hc, inv_mul_cancel₀ hc]
  have hN := fun K : Matrix n n ℂ => fun h : K * K = ((Real.sin θ : ℂ) ^ 2) • 1 =>
    show ((Real.sin θ : ℂ)⁻¹ • K) * ((Real.sin θ : ℂ)⁻¹ • K) = 1 by
      rw [smul_mul_assoc, mul_smul_comm, h, smul_smul, smul_smul, hone, one_smul]
  rw [modifiedHamiltonian, div_eq_mul_inv, ← smul_smul, propagator_involution (hN _ hKK),
    smul_smul, mul_assoc, mul_inv_cancel₀ hc, mul_one, hθ, Complex.ofReal_mul,
    splitStep, propagator_involution hA, propagator_involution hB]
  simp only [sub_mul, mul_sub, smul_mul_assoc, mul_smul_comm, one_mul, mul_one]
  module

/-- For `A² = B² = 1` and `AB = -BA` in nonzero dimension, the split and exact steps differ
at `a = b = π/2`. -/
theorem splitStep_ne_exactStep [Nonempty n] {A B : Matrix n n ℂ} (hA : A * A = 1)
    (hB : B * B = 1) (hAB : A * B = -(B * A)) :
    splitStep A B (Real.pi / 2) (Real.pi / 2) ≠ exactStep A B (Real.pi / 2) (Real.pi / 2) := by
  intro h
  have h1 := splitStep_add_inv hA hB hAB (Real.pi / 2) (Real.pi / 2)
  rw [h, exactStep_add_inv hA hB hAB] at h1
  obtain ⟨i⟩ := ‹Nonempty n›
  have h2 := congrFun (congrFun h1 i) i
  simp only [Matrix.smul_apply, Matrix.one_apply_eq, smul_eq_mul, mul_one,
    Real.cos_pi_div_two, Complex.ofReal_zero, mul_zero] at h2
  have h3 := Complex.ofReal_eq_zero.mp ((mul_eq_zero.mp h2).resolve_left two_ne_zero)
  -- the exact angle lies strictly between `π/2` and `3π/2`
  have hpi := Real.pi_pos
  have hneg := Real.cos_neg_of_pi_div_two_lt_of_lt
    (x := Real.sqrt ((Real.pi / 2) ^ 2 + (Real.pi / 2) ^ 2))
    (Real.lt_sqrt_of_sq_lt (by nlinarith))
    ((Real.sqrt_lt' (by linarith)).mpr (by nlinarith))
  exact hneg.ne h3

/-- The Pauli matrices `σx` and `σz` square to one and anticommute. -/
theorem pauli_witness :
    (!![0, 1; 1, 0] : Matrix (Fin 2) (Fin 2) ℂ) * !![0, 1; 1, 0] = 1 ∧
    (!![1, 0; 0, -1] : Matrix (Fin 2) (Fin 2) ℂ) * !![1, 0; 0, -1] = 1 ∧
    (!![0, 1; 1, 0] : Matrix (Fin 2) (Fin 2) ℂ) * !![1, 0; 0, -1]
      = -(!![1, 0; 0, -1] * !![0, 1; 1, 0]) := by
  refine ⟨?_, ?_, ?_⟩ <;> ext i j <;> fin_cases i <;> fin_cases j <;>
    simp [Matrix.mul_apply, Fin.sum_univ_succ]

end

end AnticommutingSplitting
```

```lean
#print axioms AnticommutingSplitting.splitStep_eq_modified
-- 'AnticommutingSplitting.splitStep_eq_modified' depends on axioms: [propext, Classical.choice, Quot.sound]
#print axioms AnticommutingSplitting.splitStep_ne_exactStep
-- 'AnticommutingSplitting.splitStep_ne_exactStep' depends on axioms: [propext, Classical.choice, Quot.sound]
```

## Scope of the checked identities

`propagator H` is $e^{-iH}$, with $\tau/\hbar$ absorbed in `H`. `splitStep` and `exactStep` are $U$ and $V$, the finite type `n` labels the basis states, and `⁻¹` is the true matrix inverse. The hypotheses `hA`, `hB` and `hAB` are the three algebraic relations; `pauli_witness` shows that $\sigma_x$ and $\sigma_z$ satisfy them. Hermiticity is not assumed, so $U$ need not be unitary.

`exp_involution` sums the series on $P$ and $Q$, and the two `propagator_involution` lemmas give Euler's formula and its inverse. In `splitStep_add_inv`, `simp only` expands the products and `module` collects coefficients. `exactStep_add_inv` splits on $r=0$ to construct $M$. `splitStep_eq_modified` computes $K^2$ from the products of $A$, $B$ and $AB$, while `splitStep_ne_exactStep` compares one diagonal entry of the two sums.

The modified-Hamiltonian theorem accepts any real $\theta$ with the right cosine and nonzero sine; it selects no branch. In exact arithmetic, the choice $\theta=\arccos(\cos a\cos b)$ keeps the generator close to $aA+bB$ for small steps.

The theorems concern exact complex matrices. Passing to a program's rounded $U$ requires a separate error estimate. Hamiltonians with further terms or time-dependent coefficients are not covered.
